# Translation eigenfunctions on a finite ring have Bloch form with a unique index

The crystal is modelled as a closed ring of $N = LM$ sites, with $L$ sites in each of $M$ cells, and a position is an element of `ZMod (L * M)`, so that the Born-von Karman condition is built into the position variable and is not imposed on the wave function. If translation by one cell multiplies a nonzero function $\psi$ on this ring by a number $\lambda$, then $\lambda^M = 1$, and $\psi$ is a plane wave times a cell-periodic function, for exactly one plane-wave index $k$ with $0 \le k < M$.

```lean
import Mathlib

open Complex

namespace BlochForm

noncomputable section

/-- The plane wave `exp (2 π i k x / N)` on a ring of `N = L M` sites, with `x` represented
in `[0, N)`; the domain is `L, M ≥ 1`. -/
def planeWave (L M k : ℕ) (x : ZMod (L * M)) : ℂ :=
  exp (2 * Real.pi * I * k * (x.val : ℂ) / ((L : ℂ) * M))

/-- The phase `exp (2 π i k / M)` belonging to a translation by one cell, for `M ≥ 1`. -/
def cellPhase (M k : ℕ) : ℂ := exp (2 * Real.pi * I * k / M)

/-- A function on the ring has the period `L` of the unit cell. -/
def IsCellPeriodic (L M : ℕ) (u : ZMod (L * M) → ℂ) : Prop :=
  ∀ x, u (x + (L : ZMod (L * M))) = u x

/-- The wave function is the plane wave of index `k` times a cell-periodic function. -/
def HasBlochForm (L M k : ℕ) (ψ : ZMod (L * M) → ℂ) : Prop :=
  ∃ u, IsCellPeriodic L M u ∧ ∀ x, ψ x = planeWave L M k x * u x

variable (L M : ℕ) [NeZero L] [NeZero M]

/-- The plane wave at a site may be computed from any natural number that labels the site. -/
theorem planeWave_natCast (k n : ℕ) :
    planeWave L M k (n : ZMod (L * M)) =
      exp (2 * Real.pi * I * k * n / ((L : ℂ) * M)) := by
  have hLM : (L : ℂ) * M ≠ 0 :=
    mul_ne_zero (Nat.cast_ne_zero.mpr (NeZero.ne L)) (Nat.cast_ne_zero.mpr (NeZero.ne M))
  unfold planeWave
  rw [ZMod.val_natCast]
  -- write the label as a remainder plus `q` full turns around the ring
  have h := Nat.mod_add_div n (L * M)
  generalize n % (L * M) = r at h ⊢
  generalize n / (L * M) = q at h
  subst h
  refine Complex.exp_eq_exp_iff_exists_int.mpr ⟨-((k : ℤ) * (q : ℤ)), ?_⟩
  rw [div_add' _ _ _ hLM, div_left_inj' hLM]
  push_cast
  ring

/-- Translation by one cell multiplies the plane wave of index `k` by `exp (2 π i k / M)`. -/
theorem planeWave_add_cell (k : ℕ) (x : ZMod (L * M)) :
    planeWave L M k (x + (L : ZMod (L * M))) = cellPhase M k * planeWave L M k x := by
  have : NeZero (L * M) := ⟨mul_ne_zero (NeZero.ne L) (NeZero.ne M)⟩
  have hL : (L : ℂ) ≠ 0 := Nat.cast_ne_zero.mpr (NeZero.ne L)
  obtain ⟨n, rfl⟩ : ∃ n : ℕ, (n : ZMod (L * M)) = x := ⟨x.val, ZMod.natCast_zmod_val x⟩
  rw [← Nat.cast_add, planeWave_natCast, planeWave_natCast, cellPhase, ← Complex.exp_add]
  congr 1
  rw [← mul_div_mul_right (2 * Real.pi * I * k) (M : ℂ) hL]
  push_cast
  ring

/-- A wave function has Bloch form with index `k` exactly when translation by one cell
multiplies it by `exp (2 π i k / M)`. -/
theorem hasBlochForm_iff (k : ℕ) (ψ : ZMod (L * M) → ℂ) :
    HasBlochForm L M k ψ ↔
      ∀ x, ψ (x + (L : ZMod (L * M))) = cellPhase M k * ψ x := by
  constructor
  · rintro ⟨u, hu, hψ⟩ x
    rw [hψ, hψ x, planeWave_add_cell, hu x, mul_assoc]
  · intro h
    have hp : ∀ x, planeWave L M k x ≠ 0 := fun x => Complex.exp_ne_zero _
    have hc : cellPhase M k ≠ 0 := Complex.exp_ne_zero _
    -- the periodic factor is the wave function divided by the plane wave
    refine ⟨fun x => ψ x / planeWave L M k x, fun x => ?_, fun x => ?_⟩
    · change ψ (x + (L : ZMod (L * M))) / planeWave L M k (x + (L : ZMod (L * M))) =
        ψ x / planeWave L M k x
      rw [h, planeWave_add_cell, mul_div_mul_left _ _ hc]
    · exact (mul_div_cancel₀ (ψ x) (hp x)).symm.trans (by ring)

omit [NeZero L] [NeZero M] in
/-- If translation by one cell multiplies `ψ` by `lam`, translation by `n` cells multiplies
it by `lam ^ n`. -/
theorem translate_cells {ψ : ZMod (L * M) → ℂ} {lam : ℂ}
    (h : ∀ x, ψ (x + (L : ZMod (L * M))) = lam * ψ x) (n : ℕ) (x : ZMod (L * M)) :
    ψ (x + (n : ZMod (L * M)) * (L : ZMod (L * M))) = lam ^ n * ψ x := by
  induction n with
  | zero => simp
  | succ n ih =>
    rw [Nat.cast_succ, add_mul, one_mul, ← add_assoc, h, ih, pow_succ]
    ring

omit [NeZero M] in
/-- The cell phase of index `k` is the `k`-th power of `exp (2 π i / M)`. -/
theorem cellPhase_eq_pow (k : ℕ) : cellPhase M k = exp (2 * Real.pi * I / M) ^ k := by
  rw [← Complex.exp_nat_mul, cellPhase]
  congr 1
  ring

/-- **Bloch's theorem on a finite ring.** If translation by one cell multiplies a nonzero `ψ`
by `lam`, then `lam ^ M = 1`, and `ψ` is a plane wave times a cell-periodic function for
exactly one index `k` in `[0, M)`, with `lam = exp (2 π i k / M)`. -/
theorem bloch_theorem {ψ : ZMod (L * M) → ℂ} {lam : ℂ} (hψ : ψ ≠ 0)
    (h : ∀ x, ψ (x + (L : ZMod (L * M))) = lam * ψ x) :
    lam ^ M = 1 ∧ ∃ k < M, lam = cellPhase M k ∧ HasBlochForm L M k ψ ∧
      ∀ k' < M, HasBlochForm L M k' ψ → k' = k := by
  obtain ⟨x, hx⟩ := Function.ne_iff.mp hψ
  have hx0 : ψ x ≠ 0 := hx
  -- `M` cells lead once around the ring
  have hring : (M : ZMod (L * M)) * (L : ZMod (L * M)) = 0 := by
    rw [mul_comm, ← Nat.cast_mul]
    exact ZMod.natCast_self _
  have hlam : lam ^ M = 1 := by
    have ht := translate_cells L M h M x
    rw [hring, add_zero] at ht
    exact mul_right_cancel₀ hx0 (by rw [← ht, one_mul])
  -- every `M`-th root of unity is a cell phase
  have hprim := Complex.isPrimitiveRoot_exp M (NeZero.ne M)
  obtain ⟨k, hk, hkl⟩ := hprim.eq_pow_of_pow_eq_one hlam
  have hphase : lam = cellPhase M k := by rw [cellPhase_eq_pow, hkl]
  refine ⟨hlam, k, hk, hphase, (hasBlochForm_iff L M k ψ).mpr ?_, ?_⟩
  · intro y
    rw [h, hphase]
  · intro k' hk' hform
    have h' := (hasBlochForm_iff L M k' ψ).mp hform x
    rw [h x, hphase] at h'
    have heq := mul_right_cancel₀ hx0 h'
    rw [cellPhase_eq_pow, cellPhase_eq_pow] at heq
    exact (hprim.pow_inj hk hk' heq).symm

/-- The indices `k` and `k + M` describe the same Bloch functions. -/
theorem hasBlochForm_add_reciprocal (k : ℕ) (ψ : ZMod (L * M) → ℂ) :
    HasBlochForm L M (k + M) ψ ↔ HasBlochForm L M k ψ := by
  have hc : cellPhase M (k + M) = cellPhase M k := by
    rw [cellPhase_eq_pow, cellPhase_eq_pow, pow_add,
      (Complex.isPrimitiveRoot_exp M (NeZero.ne M)).pow_eq_one, mul_one]
  rw [hasBlochForm_iff, hasBlochForm_iff, hc]

/-- The density `|ψ|²` of a Bloch function has the period of the unit cell. -/
theorem density_periodic {k : ℕ} {ψ : ZMod (L * M) → ℂ} (h : HasBlochForm L M k ψ)
    (x : ZMod (L * M)) : ‖ψ (x + (L : ZMod (L * M)))‖ ^ 2 = ‖ψ x‖ ^ 2 := by
  have hroot : cellPhase M k ^ M = 1 := by
    rw [cellPhase_eq_pow, ← pow_mul, mul_comm k M, pow_mul,
      (Complex.isPrimitiveRoot_exp M (NeZero.ne M)).pow_eq_one, one_pow]
  -- a root of unity has modulus one
  have hnorm : ‖cellPhase M k‖ = 1 :=
    (pow_eq_one_iff_of_nonneg (norm_nonneg _) (NeZero.ne M)).mp
      (by rw [← norm_pow, hroot, norm_one])
  rw [(hasBlochForm_iff L M k ψ).mp h x, norm_mul, hnorm, one_mul]

end

end BlochForm
```

```lean
#print axioms BlochForm.hasBlochForm_iff
#print axioms BlochForm.bloch_theorem
#print axioms BlochForm.hasBlochForm_add_reciprocal
#print axioms BlochForm.density_periodic
```

```
'BlochForm.hasBlochForm_iff' depends on axioms: [propext, Classical.choice, Quot.sound]
'BlochForm.bloch_theorem' depends on axioms: [propext, Classical.choice, Quot.sound]
'BlochForm.hasBlochForm_add_reciprocal' depends on axioms: [propext, Classical.choice, Quot.sound]
'BlochForm.density_periodic' depends on axioms: [propext, Classical.choice, Quot.sound]
```

## The ring, the plane wave and the periodic factor

An element $x$ of `ZMod (L * M)` is a site, and addition of sites is addition modulo $N$. The expression `x + (L : ZMod (L * M))` is therefore the site one cell further on, also when the step crosses the point where the numbering starts again. A wave function is any map from sites to complex numbers. The assumptions `[NeZero L]` and `[NeZero M]` say that $L \ge 1$ and $M \ge 1$.

The definition `planeWave L M k` is the function

$$P_k(x) = \exp\!\left(\frac{2\pi i k x}{N}\right),$$

where $x$ on the right is the representative of the site in $\{0, \dots, N-1\}$, written `x.val` in Lean. The index $k$ is a natural number. If neighbouring sites are a distance $a$ apart, it corresponds to the wave number $2\pi k/(Na)$.

The definition `cellPhase M k` is the number

$$c_k = \exp\!\left(\frac{2\pi i k}{M}\right),$$

which is the phase that the plane wave gains over one cell.

`IsCellPeriodic L M u` says that $u(x+L) = u(x)$ at every site. `HasBlochForm L M k ψ` says that there is such a $u$ with $\psi(x) = P_k(x)\,u(x)$ at every site.

## What the main theorem says

The theorem `bloch_theorem` has two hypotheses. The function $\psi$ is not identically zero, and there is a complex number $\lambda$, called `lam` in the file, with

$$\psi(x+L) = \lambda\,\psi(x) \quad \text{for all } x.$$

Nothing is assumed about the modulus of $\lambda$. The conclusion is that $\lambda^M = 1$ and that there is a natural number $k < M$ with three properties: $\lambda = c_k$, $\psi$ has Bloch form with index $k$, and any $k' < M$ for which $\psi$ has Bloch form is equal to $k$.

Three more statements complete the picture:

- `hasBlochForm_iff` says that $\psi$ has Bloch form with index $k$ exactly when $\psi(x+L) = c_k\,\psi(x)$ for all $x$. It includes the converse direction, from Bloch form back to the translation property.
- `hasBlochForm_add_reciprocal` says that $k$ and $k+M$ describe the same Bloch functions.
- `density_periodic` says that $|\psi(x+L)|^2 = |\psi(x)|^2$ for every function of Bloch form.

The smallest sizes are included. For $L = 1$ the cell is a single site, the periodic factor is constant, and $\psi$ is a multiple of a plane wave. For $M = 1$ a translation by one cell goes once around the ring and changes nothing, so $\lambda = 1$, $k = 0$ and $u = \psi$.

## Crystal momentum without a Hamiltonian

The integer $k$ labels the crystal momentum. A shift of $k$ by $M$ changes the wave number by $2\pi M/(Na) = 2\pi/(La)$, which is the shortest nonzero reciprocal lattice vector of a chain with cell length $La$. The range $0 \le k < M$ thus selects one representative from each class of equivalent momenta, and a ring of $M$ cells has $M$ classes. In one dimension, this is the count behind a correspondence used in electronic structure calculations: a supercell of $M$ identical primitive cells, sampled at its $\Gamma$ point only, corresponds to the primitive cell sampled on a uniform grid of $M$ k-points that contains $\Gamma$.

Bloch's theorem is usually stated for the eigenfunctions of a periodic Hamiltonian. No Hamiltonian occurs here: the translation property of $\psi$ is a hypothesis. Physically it stands for the choice of energy eigenstates that are also eigenstates of the translation by one cell. A periodic Hamiltonian commutes with that translation, so a nondegenerate eigenfunction has the property automatically, and within a degenerate level a basis with the property can be chosen. That argument belongs to the physics that supplies the hypothesis, and the file does not contain it. The model is also restricted to one dimension, to discrete sites and to finitely many cells.

The functions are not normalised. For a nonzero $\psi$ the probability of finding the particle at site $x$ is $|\psi(x)|^2 / \sum_y |\psi(y)|^2$. The denominator does not depend on $x$, so this probability has the period of the cell whenever $|\psi|^2$ has it.

## The plane wave closes around the ring

Because $P_k$ is defined through the representative in $\{0,\dots,N-1\}$, the first task is to show that any other label of the same site gives the same value. Let $n$ be a natural number and write $n = r + Nq$ with $0 \le r < N$. Then

$$\exp\!\left(\frac{2\pi i k n}{N}\right) = \exp\!\left(\frac{2\pi i k r}{N}\right)\exp(2\pi i k q) = \exp\!\left(\frac{2\pi i k r}{N}\right),$$

since $kq$ is an integer. This is where the integrality of $k$ enters: for a general real $k$ the plane wave would jump where the numbering starts again.

The lemma `planeWave_natCast` follows the same route. It splits `n` into a remainder and a number of full turns, and then uses the criterion that two exponentials agree when their exponents differ by an integer multiple of $2\pi i$. The integer supplied is $-kq$, because the exponent with $r$ is compared with the exponent with $n$.

The effect of one cell translation is now a short calculation. If $n$ labels the site $x$, then $n + L$ labels $x + L$, and

$$P_k(x+L) = \exp\!\left(\frac{2\pi i k (n+L)}{LM}\right) = \exp\!\left(\frac{2\pi i k}{M}\right)\exp\!\left(\frac{2\pi i k n}{LM}\right) = c_k\,P_k(x).$$

This is `planeWave_add_cell`. Its proof replaces $x$ by a natural-number label, applies the previous lemma to both sides and compares exponents.

## Bloch form is a translation property

Suppose first that $\psi = P_k u$ with $u$ cell-periodic. Then

$$\psi(x+L) = P_k(x+L)\,u(x+L) = c_k\,P_k(x)\,u(x) = c_k\,\psi(x).$$

Suppose conversely that $\psi(x+L) = c_k\,\psi(x)$ for all $x$. The plane wave is an exponential and vanishes nowhere, so $u(x) = \psi(x)/P_k(x)$ is defined at every site, and

$$u(x+L) = \frac{c_k\,\psi(x)}{c_k\,P_k(x)} = u(x).$$

By construction $\psi = P_k u$. These two arguments are the two halves of `hasBlochForm_iff`. In the second half, the `refine` line supplies the quotient as the periodic factor and leaves its periodicity and the product formula to be checked.

The equivalence also holds for $\psi = 0$, which has Bloch form with every index. The main theorem therefore needs a nonzero $\psi$ to single out one $k$.

## Once around the ring

Applying the translation property repeatedly gives

$$\psi(x+nL) = \lambda^n\,\psi(x)$$

for every natural number $n$. For $n = 0$ both sides are $\psi(x)$, and the step from $n$ to $n+1$ is

$$\psi(x+(n+1)L) = \lambda\,\psi(x+nL) = \lambda^{n+1}\psi(x).$$

This induction is `translate_cells`.

Now take $n = M$. Since $ML = N$ is zero on the ring, the translated site is the starting site, and $\psi(x) = \lambda^M\psi(x)$. As $\psi$ is not the zero function, there is a site $x$ with $\psi(x) \ne 0$, and division by this value gives $\lambda^M = 1$. In `bloch_theorem` the site comes from the first `obtain`, the identity $ML = 0$ is `hring`, and the division is the cancellation that ends the proof of `hlam`.

## Existence and uniqueness of the index

Let $\zeta = \exp(2\pi i/M)$. The lemma `cellPhase_eq_pow` records that $c_k = \zeta^k$. The powers $\zeta^0, \dots, \zeta^{M-1}$ are all different: if $\zeta^k = \zeta^{k'}$, then $(k-k')/M$ is an integer, and for $0 \le k, k' < M$ this forces $k = k'$. Each of these powers solves $z^M = 1$, an equation with at most $M$ solutions, so they are all the solutions. Hence $\lambda = \zeta^k = c_k$ for some $k < M$.

The proof takes these facts from Mathlib. There $\zeta$ is a primitive $M$-th root of unity (`hprim`), `eq_pow_of_pow_eq_one` delivers the exponent $k$, and `pow_inj` says that different exponents below $M$ give different powers.

With $\lambda = c_k$, the hypothesis on $\psi$ is exactly the right-hand side of `hasBlochForm_iff`, so $\psi$ has Bloch form with index $k$. If it also has Bloch form with some $k' < M$, the same equivalence gives $\psi(x+L) = c_{k'}\psi(x)$. At the site where $\psi(x) \ne 0$, comparison of the two translation rules yields $c_k = c_{k'}$, and therefore $k' = k$.

## Reciprocal shift and periodic density

The two remaining theorems follow from the same equivalence. Since $\zeta^M = 1$,

$$c_{k+M} = \zeta^k\zeta^M = c_k,$$

so the translation conditions for $k+M$ and $k$ are identical, and so are the two classes of Bloch functions. The periodic factor can change when $L \ge 2$: going from $k$ to $k+M$ multiplies it by $\exp(-2\pi i x/L)$, which itself has period $L$. For $L = 1$ this multiplier is $1$ at every site, and the factor stays the same.

For the density, $c_k^M = (\zeta^M)^k = 1$. Taking moduli gives $|c_k|^M = 1$, and a nonnegative real number whose $M$-th power is one, with $M \ge 1$, is itself one. Therefore

$$|\psi(x+L)|^2 = |c_k|^2\,|\psi(x)|^2 = |\psi(x)|^2.$$

In `density_periodic` these steps are `hroot`, `hnorm` and the final rewriting. A Bloch function can thus change its phase from cell to cell while its density repeats exactly.
